# A periodic tight-binding ring with flux has the levels of one cell at M twists

## Two sites, two twists

Take two identical sites with energy $v$, joined into a ring by two bonds of real amplitude $t$. A flux through the ring gives one bond the phase $e^{i\Phi}$:

$$H=\begin{pmatrix} v & t(1+e^{-i\Phi})\\ t(1+e^{i\Phi}) & v\end{pmatrix}.$$

Try the vector $(1,z)$ with $z^2=e^{i\Phi}$. Since $e^{-i\Phi}z=z^{-1}$, it is an eigenvector with energy $v+t(z+z^{-1})$. The two roots $z=\pm e^{i\Phi/2}$ give $v\pm2t\cos(\Phi/2)$. These are the levels $v+2t\cos\theta$ of a single site closed on itself, at $\theta=\Phi/2$ and $\theta=\Phi/2+\pi$.

## The result for a cell of N sites

Repeat a cell of $N$ sites $M\ge1$ times around a ring with total flux $\Phi$. Let $h(\theta)$ be the Hamiltonian of one cell closed into a ring with flux $\theta$, and $H$ that of the long ring. Then

$$\det(x-H)=\prod_{j=0}^{M-1}\det\bigl(x-h(\theta_j)\bigr),\qquad \theta_j=\frac{\Phi+2\pi j}{M}.$$

For non-interacting electrons on such a ring, a supercell calculation therefore gives the same levels as sampling the small cell at $M$ equally spaced twists.

In `ring_charpoly_eq_prod_twists`, `v` and `t` are the real site energies and hoppings; `t i` belongs to the bond from site `i` to the next, and the last one closes the ring. The long ring lives on `Fin (M * N)` and reads its parameters at `a.modNat`, the site index modulo $N$. Hoppings enter as $+t$, where many textbooks write $-t$. The flux is a dimensionless phase, carried entirely by the closing bond.

Every $N$ is allowed. For $N=1$ the closing bond returns to its own site, and for $N=2$ two bonds join the same pair; from $N=3$ on, the small ring is an ordinary one. That a magnetic field acts only through this phase, leaving `v` and `t` unchanged, is a physical assumption built into the model.

## Plane waves over the cells

Let $A$ be the Hamiltonian of the open cell and $B$ the matrix whose only entry, $t_{N-1}$, sits at $(N-1,0)$. Then $h(\theta)=A+e^{i\theta}B+e^{-i\theta}B^\dagger$.

Write a site of the long ring as $a=i+Nm$, with $i$ the site in the cell and $m$ the cell. If $i+1<N$, the next site is $i+1$ in the same cell; if $i+1=N$, it is site $0$ of cell $m+1$. The bond from the last cell to the first carries $e^{i\Phi}$. Hence

$$H=A\otimes1+B\otimes S+B^\dagger\otimes S^\dagger,$$

where $S_{m,m+1}=1$, $S_{M-1,0}=e^{i\Phi}$ and all other entries vanish.

Set $z_j=e^{i\theta_j}$, where $i$ in an exponent is the imaginary unit, not the site. Then $z_j^M=e^{i\Phi}e^{2\pi ij}=e^{i\Phi}$, and the $z_j$ are distinct because $z_j/z_k=e^{2\pi i(j-k)/M}\ne1$ for $j\neq k$. Let $u_j(m)=z_j^m$. For $m<M-1$,

$$(Su_j)(m)=z_j^{m+1},$$

and at $m=M-1$ the result is $e^{i\Phi}=z_j^M$, so $Su_j=z_ju_j$. Likewise $(S^\dagger u_j)(m)=z_j^{m-1}$ for $m>0$, and at $m=0$ it is $e^{-i\Phi}z_j^{M-1}=z_j^{-1}$. So $S^\dagger u_j=\bar z_ju_j$.

The matrix $V_{mj}=z_j^m$ has $\det V=\prod_{j<k}(z_k-z_j)\neq0$. Its columns have norm $\sqrt M$; normalised plane waves carry a factor $1/\sqrt M$. With $W=1\otimes V$,

$$W^{-1}HW=A\otimes1+B\otimes\mathrm{diag}(z_j)+B^\dagger\otimes\mathrm{diag}(\bar z_j),$$

which is block diagonal with blocks $h(\theta_j)$. Taking $\det(x-\cdot)$ gives the product.

## Four cells in a band calculation

For $M=4$ and $\Phi=0$, the twists are $0,\pi/2,\pi,3\pi/2$. One diagonalises four $N\times N$ matrices instead of one $4N\times4N$ matrix, fills all levels up to a common Fermi level, and divides the summed energy by four to get the energy per cell of the four-cell ring. `level_sum_eq_twist_sum` is the identity behind this: the sum of any function `f` over the levels, with multiplicity, agrees on both sides.

## The Lean file

```lean
import Mathlib

open Matrix
open scoped Kronecker

namespace SupercellTwistSampling

noncomputable section

/-- The phase factor `exp(iθ)`. -/
def phase (θ : ℝ) : ℂ := Complex.exp (θ * Complex.I)

/-- The `j`-th twist `(Φ + 2πj)/M` of a supercell of `M ≥ 1` cells with total flux `Φ`. -/
def twist (M : ℕ) (Φ : ℝ) (j : ℕ) : ℝ := (Φ + 2 * Real.pi * j) / M

/-- Hopping along an open chain: amplitude `t i` between site `i` and site `i + 1`. -/
def forwardHop {N : ℕ} (t : Fin N → ℝ) : Matrix (Fin N) (Fin N) ℂ :=
  Matrix.of fun i j => if (i : ℕ) + 1 = j then (t i : ℂ) else 0

/-- The bond between the last site and the first one, which closes the chain to a ring. -/
def closingBond {N : ℕ} (t : Fin N → ℝ) : Matrix (Fin N) (Fin N) ℂ :=
  Matrix.of fun i j => if (i : ℕ) + 1 = N ∧ (j : ℕ) = 0 then (t i : ℂ) else 0

/-- A cell with internal Hamiltonian `A` whose coupling `B` to the next cell is closed on
the cell itself with the phase `exp(iθ)`, plus the adjoint coupling. -/
def blochHamiltonian {n : Type*} (A B : Matrix n n ℂ) (θ : ℝ) : Matrix n n ℂ :=
  A + phase θ • B + (phase θ • B)ᴴ

/-- The ring with site energies `v`, hoppings `t` and total flux `Φ`, the flux being
carried by the closing bond. -/
def ringHamiltonian {N : ℕ} (v t : Fin N → ℝ) (Φ : ℝ) : Matrix (Fin N) (Fin N) ℂ :=
  blochHamiltonian (Matrix.diagonal (fun i => (v i : ℂ)) + forwardHop t + (forwardHop t)ᴴ)
    (closingBond t) Φ

/-- Translation by one cell on a ring of `M` cells, with phase `exp(iΦ)` at the boundary. -/
def twistedShift (M : ℕ) (Φ : ℝ) : Matrix (Fin M) (Fin M) ℂ :=
  forwardHop (fun _ => 1) + phase Φ • closingBond (fun _ => 1)

/-- `M` copies of a cell `A` around a ring with total flux `Φ`, neighbouring cells being
coupled by `B` and its adjoint. -/
def supercell {n : Type*} (A B : Matrix n n ℂ) (M : ℕ) (Φ : ℝ) :
    Matrix (n × Fin M) (n × Fin M) ℂ :=
  A ⊗ₖ (1 : Matrix (Fin M) (Fin M) ℂ) + B ⊗ₖ twistedShift M Φ + Bᴴ ⊗ₖ (twistedShift M Φ)ᴴ

/-- For `M ≥ 1`, going through `M` cells with any of the twists collects the total flux. -/
theorem phase_twist_pow {M : ℕ} (hM : 0 < M) (Φ : ℝ) (j : ℕ) :
    phase (twist M Φ j) ^ M = phase Φ := by
  have hc : (M : ℂ) * (M : ℂ)⁻¹ = 1 := mul_inv_cancel₀ (Nat.cast_ne_zero.mpr hM.ne')
  have e : (M : ℂ) * ((twist M Φ j : ℝ) * Complex.I)
      = Φ * Complex.I + j * (2 * Real.pi * Complex.I) := by
    unfold twist
    push_cast
    linear_combination ((Φ : ℂ) + 2 * Real.pi * j) * Complex.I * hc
  unfold phase
  rw [← Complex.exp_nat_mul, e, Complex.exp_add, Complex.exp_nat_mul,
    Complex.exp_two_pi_mul_I, one_pow, mul_one]

/-- For `M ≥ 1`, the `M` twists have distinct phase factors. -/
theorem phase_twist_injective {M : ℕ} (hM : 0 < M) (Φ : ℝ) :
    Function.Injective (fun j : Fin M => phase (twist M Φ j)) := by
  have e : ∀ j : ℕ, phase (twist M Φ j) = Complex.exp (Φ / M * Complex.I)
      * Complex.exp (2 * Real.pi * Complex.I / M) ^ j := by
    intro j
    unfold phase twist
    rw [← Complex.exp_nat_mul, ← Complex.exp_add]
    congr 1
    push_cast
    ring
  intro j k h
  have h' : phase (twist M Φ j) = phase (twist M Φ k) := h
  rw [e, e] at h'
  exact Fin.ext ((Complex.isPrimitiveRoot_exp M hM.ne').pow_inj j.isLt k.isLt
    (mul_left_cancel₀ (Complex.exp_ne_zero _) h'))

/-- Matrix elements of the twisted translation. -/
theorem twistedShift_apply {M : ℕ} (Φ : ℝ) (m k : Fin M) :
    twistedShift M Φ m k = (if (m : ℕ) + 1 = k then 1 else 0)
      + (if (m : ℕ) + 1 = M ∧ (k : ℕ) = 0 then phase Φ else 0) := by
  simp only [twistedShift, forwardHop, closingBond, Matrix.add_apply, Matrix.smul_apply,
    Matrix.of_apply, smul_eq_mul, Complex.ofReal_one, mul_ite, mul_one, mul_zero]

/-- If `z ^ M = exp(iΦ)`, the plane wave `m ↦ z ^ m` is an eigenvector of the twisted
translation with eigenvalue `z`. -/
theorem twistedShift_planeWave {M : ℕ} {Φ : ℝ} {z : ℂ} (hz : z ^ M = phase Φ) (m : Fin M) :
    ∑ k, twistedShift M Φ m k * z ^ (k : ℕ) = z * z ^ (m : ℕ) := by
  have hm := m.isLt
  by_cases h : (m : ℕ) + 1 = M
  · obtain ⟨k₀, hk⟩ : ∃ k : Fin M, (k : ℕ) = 0 := ⟨⟨0, by omega⟩, rfl⟩
    have hp : z * z ^ (m : ℕ) = z ^ M := by rw [← pow_succ', h]
    rw [Fintype.sum_eq_single k₀]
    · rw [twistedShift_apply, if_neg (by omega), if_pos ⟨h, hk⟩, hk, hp, hz]
      simp
    · intro k hne
      have := Fin.val_ne_of_ne hne
      rw [twistedShift_apply, if_neg (by omega), if_neg (by omega)]
      simp
  · obtain ⟨k₀, hk⟩ : ∃ k : Fin M, (k : ℕ) = m + 1 := ⟨⟨m + 1, by omega⟩, rfl⟩
    rw [Fintype.sum_eq_single k₀]
    · rw [twistedShift_apply, if_pos hk.symm, if_neg (by omega), hk]
      ring
    · intro k hne
      have := Fin.val_ne_of_ne hne
      rw [twistedShift_apply, if_neg (by omega), if_neg (by omega)]
      simp

/-- If moreover `z` has modulus one, the same plane wave is an eigenvector of the adjoint
translation with the conjugate eigenvalue. -/
theorem twistedShift_adjoint_planeWave {M : ℕ} {Φ : ℝ} {z : ℂ} (hz : z ^ M = phase Φ)
    (hu : star z * z = 1) (m : Fin M) :
    ∑ k, star (twistedShift M Φ k m) * z ^ (k : ℕ) = star z * z ^ (m : ℕ) := by
  have hm := m.isLt
  by_cases h : (m : ℕ) = 0
  · obtain ⟨k₀, hk⟩ : ∃ k : Fin M, (k : ℕ) + 1 = M :=
      ⟨⟨M - 1, by omega⟩, Nat.sub_add_cancel (by omega)⟩
    have hp : star z ^ (k₀ : ℕ) * z ^ (k₀ : ℕ) = 1 := by rw [← mul_pow, hu, one_pow]
    have hΦ : phase Φ = z ^ ((k₀ : ℕ) + 1) := by rw [hk, hz]
    rw [Fintype.sum_eq_single k₀]
    · rw [twistedShift_apply, if_neg (by omega), if_pos ⟨hk, h⟩, hΦ, h, zero_add, star_pow]
      linear_combination star z * hp
    · intro k hne
      have := Fin.val_ne_of_ne hne
      rw [twistedShift_apply, if_neg (by omega), if_neg (by omega)]
      simp
  · obtain ⟨k₀, hk⟩ : ∃ k : Fin M, (k : ℕ) + 1 = m :=
      ⟨⟨m - 1, by omega⟩, Nat.sub_add_cancel (by omega)⟩
    rw [Fintype.sum_eq_single k₀]
    · rw [twistedShift_apply, if_pos hk, if_neg (by omega), ← hk, add_zero, star_one]
      linear_combination -(z ^ (k₀ : ℕ)) * hu
    · intro k hne
      have := Fin.val_ne_of_ne hne
      rw [twistedShift_apply, if_neg (by omega), if_neg (by omega)]
      simp

/-- For any finite cell and `M ≥ 1`, the characteristic polynomial of the supercell is the
product of those of the single cell at the `M` twists. -/
theorem supercell_charpoly {n : Type*} [Fintype n] [DecidableEq n] (A B : Matrix n n ℂ)
    {M : ℕ} (hM : 0 < M) (Φ : ℝ) :
    (supercell A B M Φ).charpoly
      = ∏ j : Fin M, (blochHamiltonian A B (twist M Φ j)).charpoly := by
  obtain ⟨z, hz⟩ : ∃ z : Fin M → ℂ, ∀ j, z j = phase (twist M Φ j) := ⟨_, fun _ => rfl⟩
  have hpow : ∀ j, z j ^ M = phase Φ := fun j => by rw [hz, phase_twist_pow hM]
  have hu : ∀ j, star (z j) * z j = 1 := by
    intro j
    rw [hz, phase, Complex.star_def, ← Complex.exp_conj, ← Complex.exp_add]
    simp
  have hinj : Function.Injective z := by
    rw [funext hz]
    exact phase_twist_injective hM Φ
  -- the matrix of plane waves is invertible and diagonalises the translation
  obtain ⟨V, hV⟩ : ∃ V : Matrix (Fin M) (Fin M) ℂ, V = (Matrix.vandermonde z)ᵀ := ⟨_, rfl⟩
  have hdet : IsUnit V.det := by
    rw [hV, Matrix.det_transpose]
    exact isUnit_iff_ne_zero.mpr (Matrix.det_vandermonde_ne_zero_iff.mpr hinj)
  have hS : twistedShift M Φ * V = V * Matrix.diagonal z := by
    apply Matrix.ext
    intro m j
    rw [Matrix.mul_apply, Matrix.mul_diagonal, hV]
    exact (twistedShift_planeWave (hpow j) m).trans (mul_comm _ _)
  have hS' : (twistedShift M Φ)ᴴ * V = V * Matrix.diagonal (fun j => star (z j)) := by
    apply Matrix.ext
    intro m j
    rw [Matrix.mul_apply, Matrix.mul_diagonal, hV]
    exact (twistedShift_adjoint_planeWave (hpow j) (hu j) m).trans (mul_comm _ _)
  have h1 : ((1 : Matrix n n ℂ) ⊗ₖ V) * ((1 : Matrix n n ℂ) ⊗ₖ V⁻¹) = 1 := by
    rw [← Matrix.mul_kronecker_mul, one_mul, Matrix.mul_nonsing_inv _ hdet,
      Matrix.one_kronecker_one]
  have h2 : ((1 : Matrix n n ℂ) ⊗ₖ V⁻¹) * ((1 : Matrix n n ℂ) ⊗ₖ V) = 1 :=
    mul_eq_one_comm.mp h1
  -- in the plane-wave basis the supercell is block diagonal
  have hD : Matrix.blockDiagonal (fun j : Fin M => blochHamiltonian A B (twist M Φ j))
      = A ⊗ₖ (1 : Matrix (Fin M) (Fin M) ℂ) + B ⊗ₖ Matrix.diagonal z
        + Bᴴ ⊗ₖ Matrix.diagonal (fun j => star (z j)) := by
    apply Matrix.ext
    rintro ⟨i, m⟩ ⟨k, l⟩
    by_cases h : m = l
    · subst h
      simp [Matrix.blockDiagonal_apply, blochHamiltonian, ← hz, mul_comm]
    · simp [Matrix.blockDiagonal_apply, h]
  have hW : supercell A B M Φ * ((1 : Matrix n n ℂ) ⊗ₖ V) = ((1 : Matrix n n ℂ) ⊗ₖ V)
      * Matrix.blockDiagonal (fun j : Fin M => blochHamiltonian A B (twist M Φ j)) := by
    rw [hD]
    simp only [supercell, add_mul, mul_add, ← Matrix.mul_kronecker_mul, hS, hS', one_mul,
      mul_one]
  have hC : Matrix.charmatrix
        (Matrix.blockDiagonal (fun j : Fin M => blochHamiltonian A B (twist M Φ j)))
      = Matrix.blockDiagonal
        (fun j : Fin M => Matrix.charmatrix (blochHamiltonian A B (twist M Φ j))) := by
    apply Matrix.ext
    rintro ⟨i, m⟩ ⟨k, l⟩
    by_cases h : m = l <;> by_cases h' : i = k <;>
      simp [Matrix.blockDiagonal_apply, h, h']
  rw [← mul_one (supercell A B M Φ), ← h1, ← mul_assoc, Matrix.charpoly_mul_comm, hW,
    ← mul_assoc, h2, one_mul, Matrix.charpoly, hC, Matrix.det_blockDiagonal]
  rfl

/-- Site `i` of cell `m` is followed by site `k` of cell `l` exactly if they are neighbours
in one cell, or the last site of a cell and the first site of the next. -/
theorem next_site_iff {N i k m l : ℕ} (hi : i < N) (hk : k < N) :
    i + N * m + 1 = k + N * l ↔ (i + 1 = k ∧ m = l) ∨ ((i + 1 = N ∧ k = 0) ∧ m + 1 = l) := by
  constructor
  · intro h
    rcases lt_trichotomy m l with hml | rfl | hml
    · obtain ⟨d, rfl⟩ := Nat.exists_eq_add_of_lt hml
      have e : N * (m + d + 1) = N * m + N * d + N := by ring
      have hd : N * d = 0 := by omega
      have hd' : d = 0 := by
        rcases Nat.mul_eq_zero.mp hd with h0 | h0 <;> omega
      right
      omega
    · left
      omega
    · obtain ⟨d, rfl⟩ := Nat.exists_eq_add_of_lt hml
      have e : N * (l + d + 1) = N * l + N * d + N := by ring
      omega
  · rintro (⟨h, rfl⟩ | ⟨⟨h, h'⟩, rfl⟩)
    · omega
    · have e : N * (m + 1) = N * m + N := by ring
      omega

/-- The hoppings of the long periodic ring are those inside a cell, plus the closing bond of
the cell combined with the twisted translation of cells. -/
theorem long_ring_hopping {M N : ℕ} (t : Fin N → ℝ) (Φ : ℝ) (m l : Fin M) (i k : Fin N) :
    forwardHop (fun a : Fin (M * N) => t a.modNat) (finProdFinEquiv (m, i))
        (finProdFinEquiv (l, k))
      + phase Φ * closingBond (fun a : Fin (M * N) => t a.modNat) (finProdFinEquiv (m, i))
        (finProdFinEquiv (l, k))
      = forwardHop t i k * (1 : Matrix (Fin M) (Fin M) ℂ) m l
        + closingBond t i k * twistedShift M Φ m l := by
  have hmod : (finProdFinEquiv (m, i)).modNat = i :=
    congrArg Prod.snd (finProdFinEquiv.symm_apply_apply (m, i))
  have hi := i.isLt
  have h1 := next_site_iff (m := m) (l := l) i.isLt k.isLt
  have h2 : ((i : ℕ) + N * m + 1 = M * N ∧ (k : ℕ) + N * l = 0)
      ↔ (((i : ℕ) + 1 = N ∧ (k : ℕ) = 0) ∧ ((m : ℕ) + 1 = M ∧ (l : ℕ) = 0)) := by
    have h3 := next_site_iff (k := 0) (m := m) (l := M) i.isLt (by omega)
    have h4 : N * (l : ℕ) = 0 ↔ (l : ℕ) = 0 :=
      Nat.mul_eq_zero.trans (or_iff_right (by omega))
    rw [mul_comm M N]
    omega
  simp only [forwardHop, closingBond, Matrix.of_apply, twistedShift_apply, Matrix.one_apply,
    hmod, finProdFinEquiv_apply_val, Fin.ext_iff, h1, h2]
  -- impossible combinations of bonds are excluded, the others agree
  split_ifs <;> first | (exfalso; omega) | ring

/-- Repeat an `N`-site cell `M ≥ 1` times around a ring with total flux `Φ`. The characteristic
polynomial is the product of those of the `N`-site ring at the fluxes `(Φ + 2πj)/M`,
`j = 0, …, M - 1`. -/
theorem ring_charpoly_eq_prod_twists {M N : ℕ} (hM : 0 < M) (v t : Fin N → ℝ) (Φ : ℝ) :
    (ringHamiltonian (fun a : Fin (M * N) => v a.modNat) (fun a => t a.modNat) Φ).charpoly
      = ∏ j : Fin M, (ringHamiltonian v t ((Φ + 2 * Real.pi * (j : ℕ)) / M)).charpoly := by
  let e : Fin N × Fin M ≃ Fin (M * N) := (Equiv.prodComm _ _).trans finProdFinEquiv
  -- labelling sites by (site in cell, cell) turns the long ring into a supercell
  have hR : Matrix.reindex e.symm e.symm
      (ringHamiltonian (fun a : Fin (M * N) => v a.modNat) (fun a => t a.modNat) Φ)
      = supercell (Matrix.diagonal (fun i => (v i : ℂ)) + forwardHop t + (forwardHop t)ᴴ)
        (closingBond t) M Φ := by
    apply Matrix.ext
    rintro ⟨i, m⟩ ⟨k, l⟩
    change ringHamiltonian (fun a : Fin (M * N) => v a.modNat) (fun a => t a.modNat) Φ
      (finProdFinEquiv (m, i)) (finProdFinEquiv (l, k)) = _
    have hmod : ∀ (m : Fin M) (i : Fin N), (finProdFinEquiv (m, i)).modNat = i :=
      fun m i => congrArg Prod.snd (finProdFinEquiv.symm_apply_apply (m, i))
    have hd : Matrix.diagonal (fun a : Fin (M * N) => (v a.modNat : ℂ))
        (finProdFinEquiv (m, i)) (finProdFinEquiv (l, k))
        = Matrix.diagonal (fun i => (v i : ℂ)) i k * (1 : Matrix (Fin M) (Fin M) ℂ) m l := by
      by_cases h : i = k <;> by_cases h' : m = l <;>
        simp [Matrix.one_apply, h, h', hmod]
    have h1 := long_ring_hopping t Φ m l i k
    have h2 := congrArg star (long_ring_hopping t Φ l m k i)
    have hone : star ((1 : Matrix (Fin M) (Fin M) ℂ) l m) = (1 : Matrix (Fin M) (Fin M) ℂ) m l :=
      congrFun (congrFun Matrix.conjTranspose_one m) l
    simp only [star_add, star_mul', hone] at h2
    simp only [ringHamiltonian, blochHamiltonian, supercell, Matrix.add_apply,
      Matrix.smul_apply, Matrix.conjTranspose_apply, Matrix.kroneckerMap_apply, smul_eq_mul,
      star_mul']
    linear_combination hd + h1 + h2
  rw [← Matrix.charpoly_reindex e.symm, hR, supercell_charpoly _ _ hM]
  rfl

/-- For `M ≥ 1`, the sum of any function of the energy over the levels of the long ring, counted
with multiplicity, is the sum over the `M` twists of the same sum for the `N`-site ring. -/
theorem level_sum_eq_twist_sum {M N : ℕ} (hM : 0 < M) (v t : Fin N → ℝ) (Φ : ℝ) (f : ℂ → ℝ) :
    ((ringHamiltonian (fun a : Fin (M * N) => v a.modNat)
        (fun a => t a.modNat) Φ).charpoly.roots.map f).sum
      = ∑ j : Fin M,
        ((ringHamiltonian v t ((Φ + 2 * Real.pi * (j : ℕ)) / M)).charpoly.roots.map f).sum := by
  rw [ring_charpoly_eq_prod_twists hM, Polynomial.roots_prod _ _
    (Finset.prod_ne_zero_iff.mpr fun j _ => (Matrix.charpoly_monic _).ne_zero),
    Multiset.map_bind, Multiset.sum_bind]
  rfl

end

end SupercellTwistSampling
```

```lean
#print axioms SupercellTwistSampling.level_sum_eq_twist_sum
```

```
'SupercellTwistSampling.level_sum_eq_twist_sum' depends on axioms: [propext, Classical.choice, Quot.sound]
```

## From the shift matrix to the long ring

`phase_twist_pow` and `phase_twist_injective` establish that the $z_j$ are distinct $M$-th roots of $e^{i\Phi}$. The two `planeWave` lemmas split off the boundary cell; in each case `Fintype.sum_eq_single` keeps the one nonzero term of the sum.

`supercell_charpoly` holds for any finite cell and any complex matrices `A` and `B`, so several orbitals per site are included. There `V` is a transposed Vandermonde matrix, `hW` is the relation $HW=WD$ with $D$ the block-diagonal matrix, and `Matrix.charpoly_mul_comm` moves $W^{-1}$ to the other side.

`next_site_iff` does the arithmetic of neighbouring sites, and `long_ring_hopping` turns it into matrix elements. The main theorem uses the latter twice, the second time conjugated and with the sites exchanged, to obtain the adjoint hoppings. It then relabels the sites by `Matrix.reindex`, which preserves the characteristic polynomial. For the level sum, `Polynomial.roots_prod` collects the roots of the factors with their multiplicities.
